# A surface state inside the full bulk band of the square lattice, but outside the band projected at its wave number

Take a semi-infinite chain with hopping $t>0$ whose end site is shifted in energy by $U=2t$. The amplitudes $1,\tfrac12,\tfrac14,\dots$ solve it: the end site gives $t\cdot\tfrac12+2t=\tfrac52t$, and the next site gives $t(1+\tfrac14)=\tfrac52t\cdot\tfrac12$. The energy $\tfrac52t$ is above the chain's band $[-2t,2t]$, so I understand why this state is bound.

Now I put such chains side by side, coupled by the same $t$, to make a half-plane square lattice, and let the sign alternate from column to column. The two sideways neighbours contribute $-2t$, and the energy drops to $t/2$. But the bulk band of the square lattice is $[-4t,4t]$, so there are bulk states at this energy. Why doesn't my state leak into the crystal? And could there be other bound states at the same wave number?

## No bulk state shares both its energy and its wave number

The state is bound, and it is the only one of its kind at that wave number. The surface is periodic, so the wave number $k$ along it is conserved, and only bulk states with the same $k$ matter. With $q$ the wave number perpendicular to the surface, the bulk energies are $2t\cos k+2t\cos q$. Your state has $k=\pi$, and matching $t/2$ would need $\cos q=\tfrac54$. Bulk states at energy $t/2$ do exist, for example with $k=\pi/2$ and $\cos q=\tfrac14$, but a perfect surface doesn't couple them to yours.

To check the half-plane by hand, set $t=1$, $U=2$, $k=\pi$. In a column where the surface amplitude is $1$:

- Row 0: $(-1-1+\tfrac12)+2\cdot1=\tfrac12=\tfrac12\cdot1$.
- Row 1: $-\tfrac12-\tfrac12+\tfrac14+1=\tfrac14=\tfrac12\cdot\tfrac12$.

The squared amplitudes in a column sum to $\tfrac43$, so after normalisation per column the surface row carries $\tfrac34$ of the weight.

## The bound state for general $U$, and why it is unique

Write $\psi(x,n)=e^{ikx}\varphi_n$, with $n=0$ the surface row. Since $e^{ik}+e^{-ik}=2\cos k$, the Schrödinger equation becomes a chain with energy $\varepsilon=E-2t\cos k$:

$$t\varphi_1+U\varphi_0=\varepsilon\varphi_0,\qquad t(\varphi_{n+2}+\varphi_n)=\varepsilon\varphi_{n+1}.$$

Insert $\varphi_n=r^n$ with $r=t/U$. The surface equation gives $\varepsilon=U+t^2/U$. The other rows need $t(r^2+1)=\varepsilon r$, which holds because $Ur=t$. For $|U|>t$ the squares $r^{2n}$ are summable, and the normalised profile is $\sqrt{1-t^2/U^2}\,(t/U)^n$. Moreover

$$|\varepsilon|=\frac{U^2+t^2}{|U|}>2t\quad\text{because}\quad(|U|-t)^2>0,$$

so the energy is outside the band at that $k$.

Conversely, let $\varphi$ be any nonzero solution with $\varphi_n\to0$. Define

$$Q_n=t(\varphi_{n+1}^2+\varphi_n^2)-\varepsilon\varphi_n\varphi_{n+1}.$$

Then

$$Q_{n+1}-Q_n=(\varphi_{n+2}-\varphi_n)\,[\,t(\varphi_{n+2}+\varphi_n)-\varepsilon\varphi_{n+1}]=0.$$

So $Q_n$ is constant, and decay makes it zero. Multiply the surface equation by $\varphi_1$ and subtract $Q_0=0$: this leaves $U\varphi_0\varphi_1=t\varphi_0^2$. Here $\varphi_0\neq0$, since otherwise the surface equation gives $\varphi_1=0$ and the recursion makes every amplitude vanish. Hence $U\varphi_1=t\varphi_0$, so $U\ne0$ and $\varphi_1=r\varphi_0$. The surface equation then gives $\varepsilon=U+t^2/U$, and the recursion gives $\varphi_n=\varphi_0r^n$. If $|U|\le t$, then $|\varphi_n|\ge|\varphi_0|$ for all $n$, which contradicts decay.

## What the Lean theorems say

An amplitude is a function `ψ : ℤ → ℕ → ℂ` of position along the surface and depth. `hamiltonian` writes row 0 separately, with its missing neighbour and the shift `U`. The hopping enters as $+t$; many textbooks use $-t$.

`IsEigenstate` asks for a nonzero solution of the Schrödinger equation, with a complex `E` and no normalisability. A Bloch wave doesn't decay along $x$, so `surface_state` states square-summability in depth, for each column.

`projectedBand t k` is the set of bulk energies at fixed `k`, and `fullBand t` is its union over `k`. Both are defined from the dispersion and proved equal to the usual intervals.

`surface_state_unique` assumes Bloch form with real `k` and only that the profile tends to zero. It concludes that $|U|>t$ and that the energy is the stated real value. It says nothing about states without a definite `k`. `surface_state_in_full_band` is your case.

```lean
import Mathlib

open Filter Topology

namespace SurfaceStateSquareLattice

noncomputable section

/-- The Hamiltonian of the half-plane square lattice: hopping `t` between nearest neighbours,
and an on-site shift `U` in the surface row `n = 0`. -/
def hamiltonian (t U : ℝ) (ψ : ℤ → ℕ → ℂ) : ℤ → ℕ → ℂ
  | x, 0 => t * (ψ (x + 1) 0 + ψ (x - 1) 0 + ψ x 1) + U * ψ x 0
  | x, n + 1 => t * (ψ (x + 1) (n + 1) + ψ (x - 1) (n + 1) + ψ x (n + 2) + ψ x n)

/-- A nonzero amplitude that solves the stationary Schrödinger equation with energy `E`. -/
def IsEigenstate (t U : ℝ) (E : ℂ) (ψ : ℤ → ℕ → ℂ) : Prop :=
  ψ ≠ 0 ∧ ∀ x n, hamiltonian t U ψ x n = E * ψ x n

/-- A Bloch wave `exp(ikx)` along the surface with depth profile `φ`. -/
def bloch (k : ℝ) (φ : ℕ → ℂ) (x : ℤ) (n : ℕ) : ℂ :=
  Complex.exp (k * x * Complex.I) * φ n

/-- The bulk dispersion, with wave numbers `k` along and `q` perpendicular to the surface. -/
def bulkEnergy (t k q : ℝ) : ℝ := 2 * t * Real.cos k + 2 * t * Real.cos q

/-- The projected band: all bulk energies at fixed surface wave number `k`. -/
def projectedBand (t k : ℝ) : Set ℝ := Set.range (bulkEnergy t k)

/-- The full band: all bulk energies. -/
def fullBand (t : ℝ) : Set ℝ := ⋃ k, projectedBand t k

/-- The amplitude `exp(ikx) (t/U)^n`, for `U ≠ 0`. -/
def surfaceState (t U k : ℝ) : ℤ → ℕ → ℂ := bloch k (fun n => ((t / U : ℝ) : ℂ) ^ n)

/-- The energy `2t cos k + U + t²/U`, for `U ≠ 0`. -/
def surfaceEnergy (t U k : ℝ) : ℝ := 2 * t * Real.cos k + U + t ^ 2 / U

/-- The two neighbours along the surface together contribute a factor `2 cos k`. -/
theorem bloch_neighbours (k : ℝ) (φ : ℕ → ℂ) (x : ℤ) (n : ℕ) :
    bloch k φ (x + 1) n + bloch k φ (x - 1) n = 2 * (Real.cos k : ℂ) * bloch k φ x n := by
  have h1 : Complex.exp (k * ((x + 1 : ℤ) : ℂ) * Complex.I)
      = Complex.exp (k * x * Complex.I) * Complex.exp (k * Complex.I) := by
    rw [← Complex.exp_add]; congr 1; push_cast; ring
  have h2 : Complex.exp (k * ((x - 1 : ℤ) : ℂ) * Complex.I)
      = Complex.exp (k * x * Complex.I) * Complex.exp (-k * Complex.I) := by
    rw [← Complex.exp_add]; congr 1; push_cast; ring
  simp only [bloch]
  rw [h1, h2, Complex.ofReal_cos, Complex.cos]
  ring

/-- Below the surface row, a plane wave satisfies the Schrödinger equation with the bulk
dispersion. -/
theorem bulk_plane_wave (t U k q : ℝ) (x : ℤ) (n : ℕ) :
    hamiltonian t U (bloch k fun m => Complex.exp (q * m * Complex.I)) x (n + 1)
      = bulkEnergy t k q * bloch k (fun m => Complex.exp (q * m * Complex.I)) x (n + 1) := by
  have s := bloch_neighbours k (fun m => Complex.exp (q * m * Complex.I)) x (n + 1)
  have e1 : Complex.exp (q * ((n + 2 : ℕ) : ℂ) * Complex.I)
      = Complex.exp (q * ((n + 1 : ℕ) : ℂ) * Complex.I) * Complex.exp (q * Complex.I) := by
    rw [← Complex.exp_add]; congr 1; push_cast; ring
  have e2 : Complex.exp (q * (n : ℂ) * Complex.I)
      = Complex.exp (q * ((n + 1 : ℕ) : ℂ) * Complex.I) * Complex.exp (-q * Complex.I) := by
    rw [← Complex.exp_add]; congr 1; push_cast; ring
  have hc : Complex.cos q
      = (Complex.exp (q * Complex.I) + Complex.exp (-q * Complex.I)) / 2 := by
    rw [Complex.cos]
  have c : (bulkEnergy t k q : ℂ) = 2 * t * (Real.cos k : ℂ)
      + t * (Complex.exp (q * Complex.I) + Complex.exp (-q * Complex.I)) := by
    rw [bulkEnergy]; push_cast; rw [hc]; ring
  simp only [hamiltonian, bloch] at s ⊢
  rw [c, e1, e2]
  linear_combination (t : ℂ) * s

/-- For `t > 0` the projected band is the interval `|E - 2t cos k| ≤ 2t`. -/
theorem mem_projectedBand_iff {t : ℝ} (ht : 0 < t) (k E : ℝ) :
    E ∈ projectedBand t k ↔ |E - 2 * t * Real.cos k| ≤ 2 * t := by
  rw [abs_le]
  constructor
  · rintro ⟨q, rfl⟩
    simp only [bulkEnergy]
    constructor <;> nlinarith [Real.neg_one_le_cos q, Real.cos_le_one q]
  · intro h
    refine ⟨Real.arccos ((E - 2 * t * Real.cos k) / (2 * t)), ?_⟩
    have e : 2 * t * ((E - 2 * t * Real.cos k) / (2 * t)) = E - 2 * t * Real.cos k := by
      field_simp
    simp only [bulkEnergy]
    rw [Real.cos_arccos (by rw [le_div_iff₀ (by positivity)]; linarith [h.1])
      (by rw [div_le_iff₀ (by positivity)]; linarith [h.2]), e]
    ring

/-- For `t > 0` the full band is the interval `[-4t, 4t]`. -/
theorem fullBand_eq {t : ℝ} (ht : 0 < t) : fullBand t = Set.Icc (-(4 * t)) (4 * t) := by
  ext E
  simp only [fullBand, Set.mem_iUnion, Set.mem_Icc]
  constructor
  · rintro ⟨k, q, rfl⟩
    simp only [bulkEnergy]
    constructor <;> nlinarith [Real.neg_one_le_cos q, Real.cos_le_one q,
      Real.neg_one_le_cos k, Real.cos_le_one k]
  · intro h
    refine ⟨Real.arccos (E / (4 * t)), Real.arccos (E / (4 * t)), ?_⟩
    have e : 4 * t * (E / (4 * t)) = E := by field_simp
    simp only [bulkEnergy]
    rw [Real.cos_arccos (by rw [le_div_iff₀ (by positivity)]; linarith [h.1])
      (by rw [div_le_iff₀ (by positivity)]; linarith [h.2])]
    linarith

/-- For a Bloch wave the Schrödinger equation reduces to that of a semi-infinite chain with
energy `E - 2t cos k`. -/
theorem bloch_eigen_iff (t U k : ℝ) (E : ℂ) (φ : ℕ → ℂ) :
    (∀ x n, hamiltonian t U (bloch k φ) x n = E * bloch k φ x n) ↔
      t * φ 1 + U * φ 0 = (E - 2 * t * (Real.cos k : ℂ)) * φ 0 ∧
      ∀ n, t * (φ (n + 2) + φ n) = (E - 2 * t * (Real.cos k : ℂ)) * φ (n + 1) := by
  have row0 : ∀ x : ℤ, hamiltonian t U (bloch k φ) x 0 - E * bloch k φ x 0
      = Complex.exp (k * x * Complex.I) *
        (t * φ 1 + U * φ 0 - (E - 2 * t * (Real.cos k : ℂ)) * φ 0) := by
    intro x
    have s := bloch_neighbours k φ x 0
    simp only [hamiltonian, bloch] at s ⊢
    linear_combination (t : ℂ) * s
  have row : ∀ (x : ℤ) (n : ℕ),
      hamiltonian t U (bloch k φ) x (n + 1) - E * bloch k φ x (n + 1)
      = Complex.exp (k * x * Complex.I) *
        (t * (φ (n + 2) + φ n) - (E - 2 * t * (Real.cos k : ℂ)) * φ (n + 1)) := by
    intro x n
    have s := bloch_neighbours k φ x (n + 1)
    simp only [hamiltonian, bloch] at s ⊢
    linear_combination (t : ℂ) * s
  constructor
  · intro h
    refine ⟨?_, fun n => ?_⟩
    · have h0 := row0 0
      rw [h 0 0, sub_self] at h0
      exact sub_eq_zero.mp ((mul_eq_zero.mp h0.symm).resolve_left (Complex.exp_ne_zero _))
    · have h0 := row 0 n
      rw [h 0 (n + 1), sub_self] at h0
      exact sub_eq_zero.mp ((mul_eq_zero.mp h0.symm).resolve_left (Complex.exp_ne_zero _))
  · rintro ⟨h0, h1⟩ x n
    apply sub_eq_zero.mp
    cases n with
    | zero => rw [row0, h0, sub_self, mul_zero]
    | succ n => rw [row, h1, sub_self, mul_zero]

/-- For `t > 0` and `|U| > t`, `exp(ikx) (t/U)^n` is an eigenstate with energy
`2t cos k + U + t²/U`, square-summable in depth, and its energy is outside the projected band. -/
theorem surface_state {t U : ℝ} (ht : 0 < t) (hU : t < |U|) (k : ℝ) :
    IsEigenstate t U (surfaceEnergy t U k) (surfaceState t U k) ∧
    (∀ x, Summable fun n => ‖surfaceState t U k x n‖ ^ 2) ∧
    surfaceEnergy t U k ∉ projectedBand t k := by
  have hU0 : U ≠ 0 := abs_pos.mp (ht.trans hU)
  have hr : |t / U| < 1 := by
    rw [abs_div, abs_of_pos ht, div_lt_one (ht.trans hU)]; exact hU
  have hrU : ((t / U : ℝ) : ℂ) * U = t := by
    rw [← Complex.ofReal_mul, div_mul_cancel₀ _ hU0]
  have hE : (surfaceEnergy t U k : ℂ)
      = 2 * t * (Real.cos k : ℂ) + U + t * ((t / U : ℝ) : ℂ) := by
    rw [surfaceEnergy]; push_cast; ring
  refine ⟨⟨?_, ?_⟩, ?_, ?_⟩
  · intro h
    have h00 := congrFun (congrFun h 0) 0
    simp [surfaceState, bloch] at h00
  · -- the geometric profile solves the chain equations
    refine (bloch_eigen_iff t U k _ (fun n => ((t / U : ℝ) : ℂ) ^ n)).mpr ⟨?_, fun n => ?_⟩
    · simp only [hE]
      ring
    · simp only [hE]
      linear_combination (-(((t / U : ℝ) : ℂ) ^ n)) * hrU
  · intro x
    have hx : ‖Complex.exp (k * x * Complex.I)‖ = 1 := by
      have h := Complex.norm_exp_ofReal_mul_I (k * x)
      push_cast at h
      exact h
    have e : (fun n => ‖surfaceState t U k x n‖ ^ 2) = fun n => ((t / U) ^ 2) ^ n := by
      funext n
      simp only [surfaceState, bloch, norm_mul, hx, one_mul, norm_pow, Complex.norm_real,
        Real.norm_eq_abs]
      rw [← sq_abs (t / U)]
      ring
    rw [e]
    exact summable_geometric_of_lt_one (sq_nonneg _)
      (by rw [← sq_abs]; nlinarith [abs_nonneg (t / U)])
  · -- the distance from the band centre is (U² + t²)/|U| > 2t
    have e : surfaceEnergy t U k - 2 * t * Real.cos k = (U ^ 2 + t ^ 2) / U := by
      rw [add_div, pow_two U, mul_div_assoc, div_self hU0, mul_one, surfaceEnergy]
      ring
    rw [mem_projectedBand_iff ht, not_le, e, abs_div, lt_div_iff₀ (ht.trans hU),
      abs_of_nonneg (by positivity : 0 ≤ U ^ 2 + t ^ 2)]
    nlinarith [mul_pos (sub_pos.mpr hU) (sub_pos.mpr hU), sq_abs U]

/-- For `t > 0`, a Bloch eigenstate whose amplitude tends to zero with depth exists only if
`|U| > t`; its energy is `2t cos k + U + t²/U` and its profile is proportional to `(t/U)^n`. -/
theorem surface_state_unique {t U k : ℝ} {E : ℂ} {φ : ℕ → ℂ} (ht : 0 < t)
    (h : IsEigenstate t U E (bloch k φ)) (hφ : Tendsto φ atTop (𝓝 0)) :
    t < |U| ∧ E = surfaceEnergy t U k ∧ ∀ n, φ n = φ 0 * ((t / U : ℝ) : ℂ) ^ n := by
  obtain ⟨hne, hH⟩ := h
  obtain ⟨h0, h1⟩ := (bloch_eigen_iff t U k E φ).mp hH
  generalize hε : E - 2 * (t : ℂ) * (Real.cos k : ℂ) = ε at h0 h1
  have htc : (t : ℂ) ≠ 0 := Complex.ofReal_ne_zero.mpr ht.ne'
  -- a quadratic form in neighbouring amplitudes does not depend on depth
  have inv : ∀ n, t * (φ (n + 1) ^ 2 + φ n ^ 2) - ε * φ n * φ (n + 1)
      = t * (φ 1 ^ 2 + φ 0 ^ 2) - ε * φ 0 * φ 1 := by
    intro n
    induction n with
    | zero => simp only [zero_add]
    | succ n ih =>
      show t * (φ (n + 2) ^ 2 + φ (n + 1) ^ 2) - ε * φ (n + 1) * φ (n + 2) = _
      linear_combination ih + (φ (n + 2) - φ n) * h1 n
  -- decay forces it to vanish
  have l1 : Tendsto (fun n => φ (n + 1)) atTop (𝓝 0) := hφ.comp (tendsto_add_atTop_nat 1)
  have lim : Tendsto (fun n => t * (φ (n + 1) ^ 2 + φ n ^ 2) - ε * φ n * φ (n + 1)) atTop
      (𝓝 (t * (0 ^ 2 + 0 ^ 2) - ε * 0 * 0)) :=
    (((l1.pow 2).add (hφ.pow 2)).const_mul _).sub ((hφ.const_mul _).mul l1)
  have hQ := tendsto_nhds_unique tendsto_const_nhds (lim.congr inv)
  have hz : φ 0 ≠ 0 := by
    intro hz
    have hz1 : φ 1 = 0 := by
      simp only [hz, mul_zero, add_zero] at h0
      exact (mul_eq_zero.mp h0).resolve_left htc
    have all : ∀ n, φ n = 0 ∧ φ (n + 1) = 0 := by
      intro n
      induction n with
      | zero => exact ⟨hz, hz1⟩
      | succ n ih =>
        have h2 := h1 n
        simp only [ih.1, ih.2, mul_zero, add_zero] at h2
        exact ⟨ih.2, (mul_eq_zero.mp h2).resolve_left htc⟩
    apply hne
    funext x n
    simp [bloch, (all n).1]
  have hU1 : U * φ 1 = t * φ 0 :=
    mul_left_cancel₀ hz (by linear_combination φ 1 * h0 - hQ)
  have hU0 : U ≠ 0 := by
    intro hU
    rw [hU, Complex.ofReal_zero, zero_mul] at hU1
    exact mul_ne_zero htc hz hU1.symm
  have hrU : ((t / U : ℝ) : ℂ) * U = t := by
    rw [← Complex.ofReal_mul, div_mul_cancel₀ _ hU0]
  have hE : (surfaceEnergy t U k : ℂ)
      = 2 * t * (Real.cos k : ℂ) + U + t * ((t / U : ℝ) : ℂ) := by
    rw [surfaceEnergy]; push_cast; ring
  set r : ℂ := ((t / U : ℝ) : ℂ) with hr
  have hφ1 : φ 1 = φ 0 * r := mul_left_cancel₀ (Complex.ofReal_ne_zero.mpr hU0)
    (by linear_combination hU1 - φ 0 * hrU)
  have hε' : ε = U + t * r :=
    mul_right_cancel₀ hz (by linear_combination (t : ℂ) * hφ1 - h0)
  have form : ∀ n, φ n = φ 0 * r ^ n ∧ φ (n + 1) = φ 0 * r ^ (n + 1) := by
    intro n
    induction n with
    | zero => exact ⟨by rw [pow_zero, mul_one], by rw [zero_add, pow_one]; exact hφ1⟩
    | succ n ih =>
      have h2 := h1 n
      rw [hε', ih.1, ih.2] at h2
      have h3 : φ (n + 2) = φ 0 * r ^ (n + 2) :=
        mul_left_cancel₀ htc (by linear_combination h2 + φ 0 * r ^ n * hrU)
      exact ⟨ih.2, h3⟩
  refine ⟨?_, by rw [hE]; linear_combination hε + hε', fun n => (form n).1⟩
  -- for |U| ≤ t the amplitude would never fall below its surface value
  by_contra hle
  have hr1 : 1 ≤ |t / U| := by
    rw [abs_div, abs_of_pos ht, le_div_iff₀ (abs_pos.mpr hU0), one_mul]
    exact not_lt.mp hle
  have hb : ∀ n, ‖φ 0‖ ≤ ‖φ n‖ := by
    intro n
    rw [(form n).1, norm_mul, norm_pow, hr, Complex.norm_real, Real.norm_eq_abs]
    exact le_mul_of_one_le_right (norm_nonneg _) (one_le_pow₀ hr1)
  have h4 := ge_of_tendsto' hφ.norm hb
  rw [norm_zero] at h4
  exact hz (norm_le_zero_iff.mp h4)

/-- For `t > 0`, `k = π` and `U = 2t`, the surface state has energy `t/2`, which lies inside the
full band but outside the projected band. -/
theorem surface_state_in_full_band {t : ℝ} (ht : 0 < t) :
    IsEigenstate t (2 * t) ((t / 2 : ℝ) : ℂ) (surfaceState t (2 * t) Real.pi) ∧
    t / 2 ∈ fullBand t ∧ t / 2 ∉ projectedBand t Real.pi := by
  have e : surfaceEnergy t (2 * t) Real.pi = t / 2 := by
    have e1 : t ^ 2 / (2 * t) = t / 2 := by
      rw [div_eq_div_iff (by positivity) (by norm_num)]; ring
    rw [surfaceEnergy, Real.cos_pi, e1]
    ring
  have m := surface_state ht
    (by rw [abs_of_pos (by positivity)]; linarith : t < |2 * t|) Real.pi
  rw [e] at m
  refine ⟨m.1, ?_, m.2.2⟩
  rw [fullBand_eq ht]
  constructor <;> linarith

end

end SurfaceStateSquareLattice
```

```lean
#print axioms SurfaceStateSquareLattice.bulk_plane_wave
#print axioms SurfaceStateSquareLattice.surface_state_unique
#print axioms SurfaceStateSquareLattice.surface_state_in_full_band
```

```
'SurfaceStateSquareLattice.bulk_plane_wave' depends on axioms: [propext, Classical.choice, Quot.sound]
'SurfaceStateSquareLattice.surface_state_unique' depends on axioms: [propext, Classical.choice, Quot.sound]
'SurfaceStateSquareLattice.surface_state_in_full_band' depends on axioms: [propext, Classical.choice, Quot.sound]
```

## From the hand calculation to the proof

`bloch_neighbours` supplies the factor $2\cos k$, and `bloch_eigen_iff` uses it to pass to the chain, cancelling the nonzero phase. `bulk_plane_wave` confirms the dispersion in the rows below the surface. The two band lemmas bound the cosines in one direction and pick wave numbers with `Real.arccos` in the other.

In `surface_state`, `linear_combination` checks the recursion from $rU=t$, a geometric series gives summability, and `nlinarith` finishes the gap from the square $(|U|-t)^2$.

In `surface_state_unique`, `inv` is the constancy of $Q_n$, proved by induction. The step from "constant and decaying" to "zero" is this line:

`tendsto_nhds_unique tendsto_const_nhds (lim.congr inv)`

Here `lim` says that $Q_n$ tends to the expression with all amplitudes set to zero. `lim.congr inv` replaces the sequence, term by term, by the constant $Q_0$. A constant sequence also tends to itself, and limits in $\mathbb C$ are unique, so $Q_0=0$. No decay rate is needed, and no root of the characteristic equation has to be computed.

## Reading a surface band structure

In this non-interacting, one-orbital model, a surface state has to be compared with the bulk bands at its own $k$, as in a plot of slab bands over projected bulk bands. Applying the formulas to a real crystal would assume, besides one orbital and no interactions, a square lattice with nearest-neighbour hopping and a perfectly periodic surface that acts only as an energy shift of one row. Steps or disorder would mix different $k$, and your state at $t/2$ could then leak into the bulk.
